# A Lieb–Oxford-type bound for nonnegative layered interactions on finitely many sites

Let one site hold a random whole number \(M\) of particles with mean \(3/2\), and let each pair repel with energy 1. The mean pair energy is \(\tfrac12\langle M^2-M\rangle\), and the Hartree energy of the mean density is \(\tfrac12(3/2)^2=9/8\). No whole number lies strictly between 1 and 2, so \((M-1)(M-2)\ge 0\). Averaging gives \(\langle M^2\rangle\ge 3\cdot\tfrac32-2=\tfrac52\), and the pair energy minus the Hartree energy is at least \(\tfrac12(\tfrac52-\tfrac32)-\tfrac98=-\tfrac58\). Equality holds when one and two particles are equally likely.

## Many sites, one layer at a time

How far can the interaction energy lie below the Hartree energy at a given density? Let configuration \(k\) occur with probability \(p_k\) and put \(N_{ki}\) particles on site \(i\), so that \(n_i=\sum_k p_kN_{ki}\) is the mean density. Sites interact through subsets \(B\), called layers, of strength \(c_B\ge0\):
\[
w_{ij}=\sum_{B\ni i,j}c_B .
\]
Write \(M_{kB}=\sum_{i\in B}N_{ki}\) and \(m_B=\sum_{i\in B}n_i=\sum_kp_kM_{kB}\). Exchanging sums gives
\[
\sum_{i,j}N_{ki}w_{ij}N_{kj}=\sum_Bc_BM_{kB}^2,\qquad \sum_iw_{ii}N_{ki}=\sum_Bc_BM_{kB},
\]
and likewise \(\langle n,wn\rangle=\sum_Bc_Bm_B^2\). The indirect energy, which is the mean pair energy minus the Hartree energy, is therefore
\[
I=\tfrac12\sum_Bc_B\Big(\sum_kp_k(M_{kB}^2-M_{kB})-m_B^2\Big).
\]
Fix a layer, drop its index, and set \(f=\lfloor m\rfloor\), \(\theta=m-f\). Since \(\sum_kp_k=1\),
\[
\sum_kp_k(M_k-f)(M_k-f-1)=\sum_kp_k(M_k^2-M_k)-2fm+f^2+f .
\]
Subtracting \(m^2\) from the mean of \(M_k^2-M_k\) thus leaves the left side minus \((m-f)^2+f=m-\theta(1-\theta)\). The left side is nonnegative because each \(M_k\) is an integer, so
\[
I\ge-\tfrac12\sum_Bc_B\,[m_B-\theta_B(1-\theta_B)] .
\]
The bracket is at most \(m\), since \(0\le\theta<1\). It is also at most \(m^2\), since
\[
m^2-(m-f)^2-f=f(2m-f-1),
\]
which vanishes for \(f=0\) and is nonnegative for \(f\ge1\), where \(2m-f-1\ge f-1\). Hence
\[
I\ge-\tfrac12\sum_Bc_B\min(m_B,m_B^2).
\]

## The bound evaluated from a density

Take two sites, with strength \(U\ge0\) on each single-site layer and \(V\ge0\) on the pair. Two particles then repel with energy \(U+V\) on the same site and \(V\) on different sites. Suppose a grand-canonical lattice calculation, in which the particle number fluctuates, returns \(n=(\tfrac34,\tfrac34)\). The layer sums are \(\tfrac34,\tfrac34,\tfrac32\), and the Hartree energy is \(\tfrac9{16}U+\tfrac98V\). The integer form gives \(I\ge-\tfrac9{16}U-\tfrac58V\), so the interaction energy is at least \(V/2\). The min form gives \(3V/8\).

In lattice density-functional theory, with \(\tfrac12\langle n,wn\rangle\) as the Hartree energy, this limits the interaction part of exchange and correlation at fixed density, for finitely many sites and layered interactions. The familiar Lieb–Oxford inequality concerns Coulomb repulsion in continuous space. One route there writes the Coulomb kernel as a superposition of balls and estimates the resulting integral by the density; that step lies beyond the theorems below.

## Occupations, layers and energies in Lean

The finite types `ι` and `κ` label sites and configurations.

```lean
import Mathlib

open Finset

namespace LayeredLiebOxford

noncomputable section

variable {ι κ : Type*}
```

Here `n` is a single configuration, not the mean density.

```lean
/-- The occupation numbers of a configuration, read as real numbers. -/
def occ (n : ι → ℕ) : ι → ℝ := fun i => (n i : ℝ)
```

"Charge" means particle number, without an electric sign.

```lean
/-- The amount of the density `x` that lies in the set of sites `B`. -/
def layerCharge (x : ι → ℝ) (B : Finset ι) : ℝ := ∑ i ∈ B, x i
```

`integerBound` is the bracket above; the energy bound carries the factor \(-\tfrac12\).

```lean
/-- The value `m - θ (1 - θ)`, where `θ` is the fractional part of `m`. -/
def integerBound (m : ℝ) : ℝ := m - Int.fract m * (1 - Int.fract m)

variable [Fintype ι] [Fintype κ]

/-- The quadratic form `⟨x, w x⟩` of a site interaction `w`. -/
def quad (w : ι → ι → ℝ) (x : ι → ℝ) : ℝ := ∑ i, ∑ j, x i * w i j * x j

/-- The mean density of configurations `N k` that occur with weights `p k`. -/
def meanDensity (p : κ → ℝ) (N : κ → ι → ℕ) : ι → ℝ :=
  fun i => ∑ k, p k * occ (N k) i
```

The definition of \(I\) subtracts self-interaction from the pair energy but not from the Hartree term, as in continuum density-functional theory. Work on the Hubbard model with on-site repulsion \(U\) often takes \(\tfrac14Un_i^2\) per site as the Hartree energy instead, which shifts \(I\).

```lean
/-- The indirect energy: the mean pair interaction energy, without self-interaction,
minus the Hartree energy of the mean density. -/
def indirectEnergy (w : ι → ι → ℝ) (p : κ → ℝ) (N : κ → ι → ℕ) : ℝ :=
  ∑ k, p k * ((quad w (occ (N k)) - ∑ i, w i i * occ (N k) i) / 2)
    - quad w (meanDensity p N) / 2

variable [DecidableEq ι]

/-- The layered interaction: two sites interact through every layer `B` that contains
both, with strength `c B`. -/
def layerInteraction (c : Finset ι → ℝ) (i j : ι) : ℝ :=
  ∑ B : Finset ι, if i ∈ B ∧ j ∈ B then c B else 0
```

## The energy splits into layers

The next two lemmas are the exchanges of sums. Each uses an indicator to write a layer sum as a sum over all sites, and exchanges the order of summation with `Finset.sum_comm`.

```lean
/-- The quadratic form of a layered interaction is the weighted sum of the squared
layer charges. -/
theorem quad_layerInteraction (c : Finset ι → ℝ) (x : ι → ℝ) :
    quad (layerInteraction c) x = ∑ B, c B * layerCharge x B ^ 2 := by
  have h : ∀ B : Finset ι, c B * layerCharge x B ^ 2 =
      ∑ i, ∑ j, x i * (if i ∈ B ∧ j ∈ B then c B else 0) * x j := by
    intro B
    have e : layerCharge x B = ∑ i, if i ∈ B then x i else 0 := by simp [layerCharge]
    rw [e, sq, Finset.sum_mul_sum, Finset.mul_sum]
    refine Finset.sum_congr rfl fun i _ => ?_
    rw [Finset.mul_sum]
    refine Finset.sum_congr rfl fun j _ => ?_
    by_cases hi : i ∈ B <;> by_cases hj : j ∈ B <;>
      simp only [hi, hj, true_and, false_and, if_true, if_false] <;> ring
  simp only [quad, layerInteraction, h, Finset.mul_sum, Finset.sum_mul]
  symm
  refine Finset.sum_comm.trans ?_
  exact Finset.sum_congr rfl fun i _ => Finset.sum_comm

/-- The self-interaction of a layered interaction is the weighted sum of the layer
charges. -/
theorem self_layerInteraction (c : Finset ι → ℝ) (x : ι → ℝ) :
    ∑ i, layerInteraction c i i * x i = ∑ B, c B * layerCharge x B := by
  simp only [layerInteraction, and_self, Finset.sum_mul]
  refine Finset.sum_comm.trans (Finset.sum_congr rfl fun B _ => ?_)
  have e : layerCharge x B = ∑ i, if i ∈ B then x i else 0 := by simp [layerCharge]
  rw [e, Finset.mul_sum]
  refine Finset.sum_congr rfl fun i _ => ?_
  by_cases hi : i ∈ B <;> simp [hi]
```

The mean density, summed over a layer, is the mean particle number there.

```lean
omit [Fintype ι] [DecidableEq ι] in
/-- The charge of the mean density in a layer is the mean particle number there. -/
theorem layerCharge_mean (p : κ → ℝ) (N : κ → ι → ℕ) (B : Finset ι) :
    layerCharge (meanDensity p N) B = ∑ k, p k * layerCharge (occ (N k)) B := by
  simp only [layerCharge, meanDensity, Finset.mul_sum]
  exact Finset.sum_comm
```

The two exchanges of sums give the layer formula for \(I\), for any real \(c\) and \(p\).

```lean
/-- The indirect energy of a layered interaction is half the sum over the layers of the strength
times a difference: the mean of `M ^ 2 - M`, for the particle number `M` of the layer, minus the
square of its mean charge. -/
theorem indirectEnergy_layers (c : Finset ι → ℝ) (p : κ → ℝ) (N : κ → ι → ℕ) :
    indirectEnergy (layerInteraction c) p N = 1 / 2 * ∑ B, c B *
      (∑ k, p k * (layerCharge (occ (N k)) B ^ 2 - layerCharge (occ (N k)) B)
        - layerCharge (meanDensity p N) B ^ 2) := by
  simp only [indirectEnergy, quad_layerInteraction, self_layerInteraction]
  have h : ∀ k, p k * ((∑ B, c B * layerCharge (occ (N k)) B ^ 2
      - ∑ B, c B * layerCharge (occ (N k)) B) / 2) = ∑ B, c B *
      (p k * (layerCharge (occ (N k)) B ^ 2 - layerCharge (occ (N k)) B)) / 2 := by
    intro k
    rw [← Finset.sum_sub_distrib, Finset.sum_div, Finset.mul_sum]
    exact Finset.sum_congr rfl fun B _ => by ring
  simp only [h]
  rw [Finset.sum_comm, Finset.sum_div, ← Finset.sum_sub_distrib, Finset.mul_sum]
  refine Finset.sum_congr rfl fun B _ => ?_
  rw [← Finset.sum_div, ← Finset.mul_sum]
  ring
```

## Integrality supplies the inequality

The identity `e` expands the product around an arbitrary real \(f\); setting \(f=\lfloor m\rfloor\) and using total probability one gives the exact excess over the integer bound.

```lean
/-- For weights `p` of sum one, the indirect energy of a layered interaction plus half the
strength-weighted sum of `integerBound` over the layers equals half the strength-weighted sum of the
means of `(M - f) (M - f - 1)`, where `M` is the particle number of a layer and `f` the floor of its
mean charge. -/
theorem indirectEnergy_excess (c : Finset ι → ℝ) (p : κ → ℝ) (N : κ → ι → ℕ)
    (hp1 : ∑ k, p k = 1) :
    indirectEnergy (layerInteraction c) p N
      + 1 / 2 * ∑ B, c B * integerBound (layerCharge (meanDensity p N) B)
    = 1 / 2 * ∑ B, c B * ∑ k, p k *
      ((layerCharge (occ (N k)) B - ⌊layerCharge (meanDensity p N) B⌋) *
        (layerCharge (occ (N k)) B - ⌊layerCharge (meanDensity p N) B⌋ - 1)) := by
  rw [indirectEnergy_layers, ← mul_add, ← Finset.sum_add_distrib]
  congr 1
  refine Finset.sum_congr rfl fun B _ => ?_
  have hm := layerCharge_mean p N B
  -- expand the product around an arbitrary real number
  have e : ∀ f : ℝ, ∑ k, p k * ((layerCharge (occ (N k)) B - f) *
      (layerCharge (occ (N k)) B - f - 1)) =
      ∑ k, p k * (layerCharge (occ (N k)) B ^ 2 - layerCharge (occ (N k)) B)
        - 2 * f * ∑ k, p k * layerCharge (occ (N k)) B + (f ^ 2 + f) * ∑ k, p k := by
    intro f
    rw [Finset.mul_sum, Finset.mul_sum, ← Finset.sum_sub_distrib,
      ← Finset.sum_add_distrib]
    exact Finset.sum_congr rfl fun k _ => by ring
  rw [e, hp1, ← hm]
  simp only [integerBound, Int.fract]
  ring
```

For an integer \(f\), either \(M\le f\) or \(M\ge f+1\), and in both cases the two factors have a nonnegative product.

```lean
omit [Fintype ι] [DecidableEq ι] in
/-- No particle number of a layer lies strictly between two consecutive integers. -/
theorem integer_gap (n : ι → ℕ) (B : Finset ι) (f : ℤ) :
    0 ≤ (layerCharge (occ n) B - f) * (layerCharge (occ n) B - f - 1) := by
  have e : layerCharge (occ n) B = ((∑ i ∈ B, n i : ℕ) : ℝ) := by
    simp [layerCharge, occ]
  rw [e]
  generalize (∑ i ∈ B, n i) = M
  rcases le_or_gt (M : ℤ) f with h | h
  · have h' : (M : ℝ) ≤ f := by exact_mod_cast h
    nlinarith [mul_nonneg (sub_nonneg.2 h') (sub_nonneg.2 h')]
  · have h' : (f : ℝ) + 1 ≤ M := by exact_mod_cast h
    exact mul_nonneg (by linarith) (by linarith)
```

With `hc` and `hp`, the excess is a sum of nonnegative terms.

```lean
/-- Integer form of the bound: for nonnegative layer strengths and a probability
distribution `p`, the indirect energy is at least minus half the weighted sum of
`m - θ (1 - θ)`, with `m` the mean charge of a layer and `θ` its fractional part. -/
theorem integer_lieb_oxford (c : Finset ι → ℝ) (p : κ → ℝ) (N : κ → ι → ℕ)
    (hc : ∀ B, 0 ≤ c B) (hp : ∀ k, 0 ≤ p k) (hp1 : ∑ k, p k = 1) :
    -(1 / 2) * ∑ B, c B * integerBound (layerCharge (meanDensity p N) B)
      ≤ indirectEnergy (layerInteraction c) p N := by
  have h := indirectEnergy_excess c p N hp1
  have h0 := Finset.sum_nonneg fun (B : Finset ι) (_ : B ∈ Finset.univ) =>
    mul_nonneg (hc B) (Finset.sum_nonneg fun (k : κ) (_ : k ∈ Finset.univ) =>
      mul_nonneg (hp k) (integer_gap (N k) B ⌊layerCharge (meanDensity p N) B⌋))
  linarith
```

Equality makes every term vanish, so one of the two factors is zero wherever \(c_B\) and \(p_k\) are nonzero. The converse substitutes these values.

```lean
/-- For nonnegative layer strengths and a probability distribution `p`, the integer bound
is attained exactly when each layer of nonzero strength holds, in each configuration of
nonzero probability, the integer part of its mean charge or one particle more. -/
theorem integer_lieb_oxford_eq_iff (c : Finset ι → ℝ) (p : κ → ℝ) (N : κ → ι → ℕ)
    (hc : ∀ B, 0 ≤ c B) (hp : ∀ k, 0 ≤ p k) (hp1 : ∑ k, p k = 1) :
    indirectEnergy (layerInteraction c) p N
      = -(1 / 2) * ∑ B, c B * integerBound (layerCharge (meanDensity p N) B) ↔
    ∀ B, c B ≠ 0 → ∀ k, p k ≠ 0 →
      layerCharge (occ (N k)) B = ⌊layerCharge (meanDensity p N) B⌋ ∨
      layerCharge (occ (N k)) B = ⌊layerCharge (meanDensity p N) B⌋ + 1 := by
  have hx := indirectEnergy_excess c p N hp1
  have hg := fun (B : Finset ι) (k : κ) =>
    mul_nonneg (hp k) (integer_gap (N k) B ⌊layerCharge (meanDensity p N) B⌋)
  constructor
  · intro h B hB k hk
    -- a vanishing sum of nonnegative terms vanishes term by term
    have h1 := (Finset.sum_eq_zero_iff_of_nonneg (fun B _ => mul_nonneg (hc B)
      (Finset.sum_nonneg fun k _ => hg B k))).1 (by linarith) B (Finset.mem_univ B)
    have h2 := (Finset.sum_eq_zero_iff_of_nonneg (fun k _ => hg B k)).1
      ((mul_eq_zero.1 h1).resolve_left hB) k (Finset.mem_univ k)
    rcases mul_eq_zero.1 ((mul_eq_zero.1 h2).resolve_left hk) with h3 | h3
    · left; linarith
    · right; linarith
  · intro h
    have h0 : ∑ B, c B * ∑ k, p k *
        ((layerCharge (occ (N k)) B - ⌊layerCharge (meanDensity p N) B⌋) *
        (layerCharge (occ (N k)) B - ⌊layerCharge (meanDensity p N) B⌋ - 1)) = 0 := by
      refine Finset.sum_eq_zero fun B _ => ?_
      by_cases hB : c B = 0
      · rw [hB, zero_mul]
      · refine mul_eq_zero_of_right _ (Finset.sum_eq_zero fun k _ => ?_)
        by_cases hk : p k = 0
        · rw [hk, zero_mul]
        · rcases h B hB k hk with e | e <;> rw [e] <;> ring
    rw [h0] at hx
    linarith
```

## From the integer form to the minimum

The proof separates \(f=0\) from \(f\ge1\), as above.

```lean
/-- For a nonnegative mean charge `m`, the integer bound is at most the smaller of `m`
and `m ^ 2`. -/
theorem integerBound_le_min (m : ℝ) (hm : 0 ≤ m) : integerBound m ≤ min m (m ^ 2) := by
  refine le_min ?_ ?_
  · have := mul_nonneg (Int.fract_nonneg m) (sub_nonneg.2 (Int.fract_lt_one m).le)
    unfold integerBound
    linarith
  · have hf : (0 : ℤ) ≤ ⌊m⌋ := Int.floor_nonneg.2 hm
    have hle := Int.floor_le m
    simp only [integerBound, Int.fract]
    rcases hf.eq_or_lt with h | h
    · have h' : (⌊m⌋ : ℝ) = 0 := by exact_mod_cast h.symm
      rw [h']
      exact le_of_eq (by ring)
    · have h' : (1 : ℝ) ≤ ⌊m⌋ := by exact_mod_cast h
      nlinarith [mul_nonneg (by linarith : (0 : ℝ) ≤ ⌊m⌋)
        (by linarith : (0 : ℝ) ≤ 2 * m - ⌊m⌋ - 1)]
```

The main theorem weights this inequality by \(c_B\ge0\) and sums. Its hypotheses say that strengths are repulsive or zero and that `p` is a probability distribution. Occupations may exceed one, so no exclusion principle enters.

```lean
/-- Layered Lieb-Oxford bound: for nonnegative layer strengths and a probability
distribution `p` of occupations, the indirect energy is at least minus half the weighted
sum of `min m (m ^ 2)` over the layers, with `m` the mean charge of the layer. -/
theorem layered_lieb_oxford (c : Finset ι → ℝ) (p : κ → ℝ) (N : κ → ι → ℕ)
    (hc : ∀ B, 0 ≤ c B) (hp : ∀ k, 0 ≤ p k) (hp1 : ∑ k, p k = 1) :
    -(1 / 2) * ∑ B, c B * min (layerCharge (meanDensity p N) B)
        (layerCharge (meanDensity p N) B ^ 2)
      ≤ indirectEnergy (layerInteraction c) p N := by
  have h := integer_lieb_oxford c p N hc hp hp1
  have h1 := Finset.sum_le_sum fun (B : Finset ι) (_ : B ∈ Finset.univ) =>
    mul_le_mul_of_nonneg_left (integerBound_le_min (layerCharge (meanDensity p N) B)
      (Finset.sum_nonneg fun i _ => Finset.sum_nonneg fun k _ =>
        mul_nonneg (hp k) (Nat.cast_nonneg _))) (hc B)
  linarith
```

If every layer of nonzero strength holds at most one particle in each listed configuration, then \(M^2-M=0\) and \(m\le1\). The minimum is \(m^2\), and both sides equal minus the Hartree energy. The signs of the strengths play no role here.

```lean
/-- For a probability distribution `p`, the layered bound is an equality if no layer of
nonzero strength ever holds more than one particle. -/
theorem layered_lieb_oxford_attained (c : Finset ι → ℝ) (p : κ → ℝ) (N : κ → ι → ℕ)
    (hp : ∀ k, 0 ≤ p k) (hp1 : ∑ k, p k = 1)
    (h1 : ∀ B, c B ≠ 0 → ∀ k, ∑ i ∈ B, N k i ≤ 1) :
    indirectEnergy (layerInteraction c) p N
      = -(1 / 2) * ∑ B, c B * min (layerCharge (meanDensity p N) B)
        (layerCharge (meanDensity p N) B ^ 2) := by
  rw [indirectEnergy_layers, neg_mul, ← mul_neg, ← Finset.sum_neg_distrib]
  congr 1
  refine Finset.sum_congr rfl fun B _ => ?_
  by_cases hB : c B = 0
  · simp [hB]
  -- each particle number in the layer is zero or one
  have hM : ∀ k, layerCharge (occ (N k)) B = 0 ∨ layerCharge (occ (N k)) B = 1 := by
    intro k
    have e : layerCharge (occ (N k)) B = ((∑ i ∈ B, N k i : ℕ) : ℝ) := by
      simp [layerCharge, occ]
    rcases Nat.le_one_iff_eq_zero_or_eq_one.1 (h1 B hB k) with h | h
    · left; rw [e, h, Nat.cast_zero]
    · right; rw [e, h, Nat.cast_one]
  have hz : ∑ k, p k * (layerCharge (occ (N k)) B ^ 2 - layerCharge (occ (N k)) B) = 0 :=
    Finset.sum_eq_zero fun k _ => by rcases hM k with h | h <;> rw [h] <;> ring
  have hm0 : 0 ≤ layerCharge (meanDensity p N) B :=
    Finset.sum_nonneg fun i _ => Finset.sum_nonneg fun k _ =>
      mul_nonneg (hp k) (Nat.cast_nonneg _)
  have hm1 : layerCharge (meanDensity p N) B ≤ 1 := by
    calc layerCharge (meanDensity p N) B
        = ∑ k, p k * layerCharge (occ (N k)) B := layerCharge_mean p N B
      _ ≤ ∑ k, p k := Finset.sum_le_sum fun k _ => by
          have := hp k
          rcases hM k with h | h <;> rw [h] <;> linarith
      _ = 1 := hp1
  rw [hz, min_eq_right (by nlinarith)]
  ring

end

end LayeredLiebOxford
```

```lean
#print axioms LayeredLiebOxford.integer_lieb_oxford_eq_iff
#print axioms LayeredLiebOxford.layered_lieb_oxford
#print axioms LayeredLiebOxford.layered_lieb_oxford_attained
```

```
'LayeredLiebOxford.integer_lieb_oxford_eq_iff' depends on axioms: [propext, Classical.choice, Quot.sound]
'LayeredLiebOxford.layered_lieb_oxford' depends on axioms: [propext, Classical.choice, Quot.sound]
'LayeredLiebOxford.layered_lieb_oxford_attained' depends on axioms: [propext, Classical.choice, Quot.sound]
```
